# On an irreducible representation, averaging an operator over a finite group leaves its trace divided by the dimension

Let \(\rho\) be a representation of a finite group \(G\) on a finite-dimensional complex space \(V\), and for a linear map \(A:V\to V\) write \(S(A)=|G|^{-1}\sum_{g}\rho(g)\,A\,\rho(g^{-1})\), where \(\rho(g^{-1})=\rho(g)^{-1}\). The representation is called irreducible if \(V\neq 0\) and the only subspaces that every \(\rho(g)\) maps into themselves are \(0\) and \(V\).

In Lean 4 with Mathlib:

```lean
import Mathlib

open Matrix

namespace BarycentreRule

noncomputable section

variable {G : Type*} [Group G] {V : Type*} [AddCommGroup V] [Module ℂ V]

/-- A representation is irreducible if its space is nonzero and the only subspaces mapped
into themselves by all symmetry operations are zero and the whole space. -/
def IsIrrep (ρ : Representation ℂ G V) : Prop :=
  Nontrivial V ∧ ∀ W : Submodule ℂ V, (∀ g, ∀ v ∈ W, ρ g v ∈ W) → W = ⊥ ∨ W = ⊤

/-- Schur's lemma: on an irreducible finite-dimensional complex representation, an operator
commuting with all symmetry operations is a multiple of the identity. -/
theorem schur [FiniteDimensional ℂ V] {ρ : Representation ℂ G V} (hρ : IsIrrep ρ)
    (T : V →ₗ[ℂ] V) (hT : ∀ g, ρ g * T = T * ρ g) : ∃ c : ℂ, T = c • 1 := by
  have hV : Nontrivial V := hρ.1
  obtain ⟨c, hc⟩ := Module.End.exists_eigenvalue T
  -- the eigenspace of `T` is invariant under the group
  have hinv : ∀ g, ∀ v ∈ Module.End.eigenspace T c, ρ g v ∈ Module.End.eigenspace T c := by
    intro g v hv
    rw [Module.End.mem_eigenspace_iff] at hv ⊢
    calc T (ρ g v) = ρ g (T v) := (LinearMap.congr_fun (hT g) v).symm
      _ = c • ρ g v := by rw [hv, map_smul]
  rcases hρ.2 _ hinv with h | h
  · exact absurd h (Module.End.hasEigenvalue_iff.1 hc)
  · refine ⟨c, LinearMap.ext fun v => ?_⟩
    have hv : v ∈ Module.End.eigenspace T c := by
      rw [h]
      exact Submodule.mem_top
    exact Module.End.mem_eigenspace_iff.1 hv

variable [Fintype G]

/-- The symmetrised field: the average of `ρ(g) A ρ(g⁻¹)` over all group elements `g`. -/
def symmetrise (ρ : Representation ℂ G V) (A : V →ₗ[ℂ] V) : V →ₗ[ℂ] V :=
  (Fintype.card G : ℂ)⁻¹ • ∑ g, ρ g * A * ρ g⁻¹

/-- The symmetrised field commutes with every symmetry operation. -/
theorem symmetrise_comm (ρ : Representation ℂ G V) (A : V →ₗ[ℂ] V) (h : G) :
    ρ h * symmetrise ρ A = symmetrise ρ A * ρ h := by
  unfold symmetrise
  rw [mul_smul_comm, smul_mul_assoc, Finset.mul_sum, Finset.sum_mul]
  congr 1
  -- relabel the group sum by `g ↦ h g`
  refine Fintype.sum_equiv (Equiv.mulLeft h) _ _ fun g => ?_
  have e : ρ (h * g)⁻¹ * ρ h = ρ g⁻¹ := by
    rw [← map_mul ρ, _root_.mul_inv_rev, inv_mul_cancel_right]
  show ρ h * (ρ g * A * ρ g⁻¹) = ρ (h * g) * A * ρ (h * g)⁻¹ * ρ h
  rw [mul_assoc (ρ (h * g) * A), e, map_mul ρ]
  simp only [mul_assoc]

/-- Symmetrisation leaves a field unchanged exactly when the field commutes with all
symmetry operations. -/
theorem symmetrise_eq_self_iff (ρ : Representation ℂ G V) (A : V →ₗ[ℂ] V) :
    symmetrise ρ A = A ↔ ∀ g, ρ g * A = A * ρ g := by
  constructor
  · intro h g
    have hc := symmetrise_comm ρ A g
    rwa [h] at hc
  · intro hA
    have hc : (Fintype.card G : ℂ) ≠ 0 := Nat.cast_ne_zero.2 Fintype.card_ne_zero
    have hterm : ∀ g, ρ g * A * ρ g⁻¹ = A := by
      intro g
      rw [hA g, mul_assoc, ← map_mul ρ, mul_inv_cancel, map_one, mul_one]
    unfold symmetrise
    simp only [hterm, Finset.sum_const, Finset.card_univ]
    rw [← Nat.cast_smul_eq_nsmul ℂ, smul_smul, inv_mul_cancel₀ hc, one_smul]

/-- Symmetrisation preserves the trace of the field. -/
theorem trace_symmetrise [FiniteDimensional ℂ V] (ρ : Representation ℂ G V)
    (A : V →ₗ[ℂ] V) :
    LinearMap.trace ℂ V (symmetrise ρ A) = LinearMap.trace ℂ V A := by
  have hc : (Fintype.card G : ℂ) ≠ 0 := Nat.cast_ne_zero.2 Fintype.card_ne_zero
  -- cyclicity of the trace, term by term
  have hterm : ∀ g, LinearMap.trace ℂ V (ρ g * A * ρ g⁻¹) = LinearMap.trace ℂ V A := by
    intro g
    rw [LinearMap.trace_mul_comm, ← mul_assoc, ← map_mul ρ, inv_mul_cancel, map_one, one_mul]
  unfold symmetrise
  rw [map_smul, map_sum]
  simp only [hterm, Finset.sum_const, Finset.card_univ, nsmul_eq_mul, smul_eq_mul]
  rw [← mul_assoc, inv_mul_cancel₀ hc, one_mul]

/-- On an irreducible representation the group average of any field `A` is
`tr A / dim V` times the identity. -/
theorem symmetrise_eq_trace_div_dim [FiniteDimensional ℂ V] {ρ : Representation ℂ G V}
    (hρ : IsIrrep ρ) (A : V →ₗ[ℂ] V) :
    symmetrise ρ A = (LinearMap.trace ℂ V A / (Module.finrank ℂ V : ℂ)) • 1 := by
  have hV : Nontrivial V := hρ.1
  obtain ⟨c, hc⟩ := schur hρ _ (symmetrise_comm ρ A)
  -- the scalar is fixed by the conserved trace
  have ht := trace_symmetrise ρ A
  rw [hc, map_smul, LinearMap.trace_one, smul_eq_mul] at ht
  have hd : (Module.finrank ℂ V : ℂ) ≠ 0 :=
    Nat.cast_ne_zero.2 (Module.finrank_pos (R := ℂ) (M := V)).ne'
  have hval : c = LinearMap.trace ℂ V A / (Module.finrank ℂ V : ℂ) := (eq_div_iff hd).2 ht
  rw [hc, hval]

/-- On an irreducible representation symmetrisation annihilates a field exactly when the
field is traceless. -/
theorem symmetrise_eq_zero_iff [FiniteDimensional ℂ V] {ρ : Representation ℂ G V}
    (hρ : IsIrrep ρ) (A : V →ₗ[ℂ] V) :
    symmetrise ρ A = 0 ↔ LinearMap.trace ℂ V A = 0 := by
  constructor
  · intro h
    rw [← trace_symmetrise ρ A, h, map_zero]
  · intro h
    rw [symmetrise_eq_trace_div_dim hρ, h, zero_div, zero_smul]

/-- If a field on an irreducible representation has a basis of eigenvectors with levels
`ε i`, its group average is the mean of the levels times the identity. -/
theorem symmetrise_eq_mean_level [FiniteDimensional ℂ V] {ρ : Representation ℂ G V}
    (hρ : IsIrrep ρ) (A : V →ₗ[ℂ] V) {ι : Type*} [Fintype ι] (b : Module.Basis ι ℂ V)
    (ε : ι → ℂ) (hb : ∀ i, A (b i) = ε i • b i) :
    symmetrise ρ A = ((∑ i, ε i) / (Fintype.card ι : ℂ)) • 1 := by
  classical
  have htr : LinearMap.trace ℂ V A = ∑ i, ε i := by
    rw [LinearMap.trace_eq_matrix_trace ℂ b]
    simp [Matrix.trace, LinearMap.toMatrix_apply, hb]
  rw [symmetrise_eq_trace_div_dim hρ, htr, Module.finrank_eq_card_basis b]

/-- A representation on a nonzero finite-dimensional space is irreducible if and only if the
group average of every field `A` is `tr A / dim V` times the identity. -/
theorem isIrrep_iff_symmetrise [FiniteDimensional ℂ V] [Nontrivial V]
    (ρ : Representation ℂ G V) :
    IsIrrep ρ ↔ ∀ A : V →ₗ[ℂ] V,
      symmetrise ρ A = (LinearMap.trace ℂ V A / (Module.finrank ℂ V : ℂ)) • 1 := by
  refine ⟨fun hρ A => symmetrise_eq_trace_div_dim hρ A, fun h => ⟨inferInstance, ?_⟩⟩
  intro W hW
  by_cases hb : W = ⊥
  · exact Or.inl hb
  right
  -- a projection onto `W` has trace `dim W`
  obtain ⟨q, hq⟩ := LinearMap.exists_leftInverse_of_injective W.subtype W.ker_subtype
  have htr : LinearMap.trace ℂ V (W.subtype ∘ₗ q) = (Module.finrank ℂ W : ℂ) := by
    rw [LinearMap.trace_comp_comm', hq, LinearMap.trace_id]
  -- its group average still maps into `W`
  have hmem : ∀ v, symmetrise ρ (W.subtype ∘ₗ q) v ∈ W := by
    intro v
    unfold symmetrise
    rw [LinearMap.smul_apply, LinearMap.sum_apply]
    refine W.smul_mem _ (W.sum_mem fun g _ => ?_)
    exact hW g _ (q (ρ g⁻¹ v)).2
  have hd : (Module.finrank ℂ V : ℂ) ≠ 0 :=
    Nat.cast_ne_zero.2 (Module.finrank_pos (R := ℂ) (M := V)).ne'
  have hc : (Module.finrank ℂ W : ℂ) / (Module.finrank ℂ V : ℂ) ≠ 0 :=
    div_ne_zero (Nat.cast_ne_zero.2 fun h0 => hb (Submodule.finrank_eq_zero.1 h0)) hd
  rw [eq_top_iff]
  intro v _
  have hv := hmem v
  rw [h, htr] at hv
  have hv' : ((Module.finrank ℂ W : ℂ) / (Module.finrank ℂ V : ℂ)) • v ∈ W := hv
  exact (W.smul_mem_iff hc).1 hv'

/-- The phase `i ^ k` attached to `k` quarter turns. -/
def phase (k : ZMod 4) : ℂ := Complex.I ^ k.val

/-- Phases of successive quarter-turn rotations multiply. -/
theorem phase_add (j k : ZMod 4) : phase (j + k) = phase j * phase k := by
  unfold phase
  rw [ZMod.val_add, ← pow_eq_pow_mod _ Complex.I_pow_four, pow_add]

/-- Two-by-two matrices for the symmetry group of the square: rotations are diagonal and
reflections antidiagonal, with quarter-turn phases as entries. -/
def squareMatrix : DihedralGroup 4 → Matrix (Fin 2) (Fin 2) ℂ
  | DihedralGroup.r k => !![phase k, 0; 0, phase (-k)]
  | DihedralGroup.sr k => !![0, phase (-k); phase k, 0]

/-- The matrices of the symmetry group of the square multiply as the group elements do. -/
theorem squareMatrix_mul (a b : DihedralGroup 4) :
    squareMatrix (a * b) = squareMatrix a * squareMatrix b := by
  rcases a with i | i <;> rcases b with j | j <;>
    simp only [DihedralGroup.r_mul_r, DihedralGroup.r_mul_sr, DihedralGroup.sr_mul_r,
      DihedralGroup.sr_mul_sr, squareMatrix] <;>
    ext k l <;> fin_cases k <;> fin_cases l <;>
    simp [Matrix.mul_apply, Fin.sum_univ_two, sub_eq_add_neg, phase_add] <;>
    ring

/-- The two-dimensional representation of the symmetry group of the square given by
`squareMatrix`. -/
def squareRep : Representation ℂ (DihedralGroup 4) (Fin 2 → ℂ) where
  toFun g := Matrix.toLin' (squareMatrix g)
  map_one' := by
    have h0 : squareMatrix 1 = !![phase 0, 0; 0, phase (-0)] := rfl
    have h1 : squareMatrix 1 = 1 := by
      rw [h0]
      ext k l
      fin_cases k <;> fin_cases l <;> simp [phase]
    show Matrix.toLin' (squareMatrix 1) = 1
    rw [h1]
    exact Matrix.toLin'_one
  map_mul' a b := by
    show Matrix.toLin' (squareMatrix (a * b))
      = Matrix.toLin' (squareMatrix a) * Matrix.toLin' (squareMatrix b)
    rw [squareMatrix_mul]
    exact Matrix.toLin'_mul _ _

/-- The two-dimensional representation `squareRep` of the symmetry group of the square is
irreducible. -/
theorem isIrrep_witness : IsIrrep squareRep := by
  refine ⟨inferInstance, fun W hW => ?_⟩
  by_cases hb : W = ⊥
  · exact Or.inl hb
  right
  obtain ⟨v, hv, hv0⟩ := (Submodule.ne_bot_iff W).1 hb
  have h0 : phase 0 = 1 := by simp [phase]
  have h1 : phase 1 = Complex.I := by
    have e : (1 : ZMod 4).val = 1 := by decide
    rw [phase, e, pow_one]
  have h3 : phase (-1) = -Complex.I := by
    have e : (-1 : ZMod 4).val = 3 := by decide
    rw [phase, e]
    linear_combination Complex.I * Complex.I_sq
  have hmul : ∀ (a b c d : ℂ) (u : Fin 2 → ℂ),
      Matrix.toLin' !![a, b; c, d] u = ![a * u 0 + b * u 1, c * u 0 + d * u 1] := by
    intro a b c d u
    rw [Matrix.toLin'_apply]
    ext k
    fin_cases k <;> simp only [Matrix.mulVec, dotProduct, Fin.sum_univ_two] <;> simp
  -- action of the quarter turn and of one reflection
  have hR : ∀ u : Fin 2 → ℂ,
      squareRep (DihedralGroup.r 1) u = ![Complex.I * u 0, -Complex.I * u 1] := by
    intro u
    refine (hmul (phase 1) 0 0 (phase (-1)) u).trans ?_
    rw [h1, h3]
    simp
  have hS : ∀ u : Fin 2 → ℂ, squareRep (DihedralGroup.sr 0) u = ![u 1, u 0] := by
    intro u
    refine (hmul 0 (phase (-0)) (phase 0) 0 u).trans ?_
    rw [neg_zero, h0]
    simp
  -- the quarter turn isolates the first component
  have key : ∀ u ∈ W, u 0 ≠ 0 → (![1, 0] : Fin 2 → ℂ) ∈ W := by
    intro u hu hu0
    have hne : 2 * Complex.I * u 0 ≠ 0 :=
      mul_ne_zero (mul_ne_zero two_ne_zero Complex.I_ne_zero) hu0
    have h := W.smul_mem (2 * Complex.I * u 0)⁻¹
      (W.add_mem (W.smul_mem Complex.I hu) (hW (DihedralGroup.r 1) u hu))
    rw [hR] at h
    have e : (![1, 0] : Fin 2 → ℂ) = (2 * Complex.I * u 0)⁻¹ •
        (Complex.I • u + ![Complex.I * u 0, -Complex.I * u 1]) := by
      ext k
      fin_cases k
      · show (1 : ℂ) = (2 * Complex.I * u 0)⁻¹ * (Complex.I * u 0 + Complex.I * u 0)
        rw [show Complex.I * u 0 + Complex.I * u 0 = 2 * Complex.I * u 0 by ring,
          inv_mul_cancel₀ hne]
      · show (0 : ℂ) = (2 * Complex.I * u 0)⁻¹ * (Complex.I * u 1 + -Complex.I * u 1)
        ring
    rw [e]
    exact h
  have he0 : (![1, 0] : Fin 2 → ℂ) ∈ W := by
    by_cases h : v 0 = 0
    · have hv1 : v 1 ≠ 0 := by
        intro h'
        apply hv0
        ext k
        fin_cases k
        · exact h
        · exact h'
      refine key _ (hW (DihedralGroup.sr 0) v hv) ?_
      rw [hS]
      exact hv1
    · exact key v hv h
  -- the reflection supplies the second basis vector
  have he1 : (![0, 1] : Fin 2 → ℂ) ∈ W := by
    have h := hW (DihedralGroup.sr 0) _ he0
    rw [hS] at h
    exact h
  rw [eq_top_iff]
  intro u _
  have e : u = u 0 • (![1, 0] : Fin 2 → ℂ) + u 1 • (![0, 1] : Fin 2 → ℂ) := by
    ext k
    fin_cases k <;> simp
  rw [e]
  exact W.add_mem (W.smul_mem _ he0) (W.smul_mem _ he1)

end

end BarycentreRule
```

```lean
#print axioms BarycentreRule.symmetrise_eq_self_iff
#print axioms BarycentreRule.symmetrise_eq_zero_iff
#print axioms BarycentreRule.symmetrise_eq_mean_level
#print axioms BarycentreRule.isIrrep_iff_symmetrise
```

```
'BarycentreRule.symmetrise_eq_self_iff' depends on axioms: [propext, Classical.choice, Quot.sound]
'BarycentreRule.symmetrise_eq_zero_iff' depends on axioms: [propext, Classical.choice, Quot.sound]
'BarycentreRule.symmetrise_eq_mean_level' depends on axioms: [propext, Classical.choice, Quot.sound]
'BarycentreRule.isIrrep_iff_symmetrise' depends on axioms: [propext, Classical.choice, Quot.sound]
```

## The average as a mean level

The central theorem, `symmetrise_eq_trace_div_dim`, says that for irreducible \(\rho\) and every \(A\),

\[
S(A)=\frac{\operatorname{tr}A}{\dim V}\,\mathbf 1 .
\]

In the file, \(\rho\) is a `Representation ℂ G V`, the field is a linear map `A : V →ₗ[ℂ] V`, \(S(A)\) is `symmetrise ρ A`, and \(\dim V\) is `Module.finrank ℂ V`. Irreducibility is the hypothesis `IsIrrep ρ`. The field need not be Hermitian, and the representation need not be unitary.

Three statements accompany the formula:

- `symmetrise_eq_zero_iff`: for irreducible \(\rho\), \(S(A)=0\) exactly when \(\operatorname{tr}A=0\).
- `symmetrise_eq_mean_level`: if, in addition, \(A\) has a basis of eigenvectors with levels \(\varepsilon_i\), then \(S(A)\) is the arithmetic mean of the \(\varepsilon_i\) times the identity. A degenerate level is counted once for each of its basis vectors.
- `isIrrep_iff_symmetrise`: on a nonzero space, the trace formula holds for all \(A\) if and only if \(\rho\) is irreducible.

## A shell in a field of lower symmetry

Take \(V\) to be a degenerate shell, \(G\) a finite symmetry group that acts irreducibly on it, and \(A\) the operator of a perturbing field within the shell. The field may break the symmetry and split the levels. Averaging over \(G\) removes the splitting and keeps the common shift, the barycentre. For crystal-field models restricted to one such finite-dimensional shell, this separates the mean shift from the traceless part that produces the splitting. Mixing with other shells is not included.

The three p orbitals are irreducible under the rotation group of the octahedron, so the formula applies to them with that finite group. The five d orbitals are not: they divide into a doublet and a triplet, and an octahedral average can keep two different mean levels. The rotation group of the icosahedron, which is also finite, does act irreducibly on the five d orbitals, so averaging over it leaves a single mean level. The familiar barycentre rule for a d shell refers to the average over all rotations in space, a continuous group.

That case could be modelled by letting \(G\) be a compact group, with \(\rho\) continuous and the sum replaced by the normalised invariant integral. The argument would keep its shape, but it would need the integral and its invariance in place of a finite sum and its relabelling.

## Schur's lemma and the conserved trace

**An operator that commutes with the group is a scalar.** Suppose \(T\rho(g)=\rho(g)T\) for all \(g\). Since \(V\) is a nonzero finite-dimensional complex space, \(T\) has an eigenvalue \(c\). If \(Tv=cv\), then

\[
T\rho(g)v=\rho(g)Tv=c\,\rho(g)v,
\]

so the eigenspace is invariant. It is nonzero, hence it is all of \(V\), and \(T=c\mathbf 1\). In `schur`, `hinv` is the displayed calculation, and the case split on `hρ.2` excludes the zero subspace.

**The average commutes with the group.** Substituting \(k=hg\), so that \(g^{-1}=k^{-1}h\), gives

\[
\rho(h)S(A)=\frac1{|G|}\sum_g\rho(hg)A\rho(g^{-1})
=\frac1{|G|}\sum_k\rho(k)A\rho(k^{-1})\rho(h)=S(A)\rho(h).
\]

The relabelling is `Equiv.mulLeft h` in `symmetrise_comm`. Conversely, if \(A\) already commutes with the group, each term of the average equals \(A\), so \(S(A)=A\). Together these give `symmetrise_eq_self_iff`.

**The average keeps the trace.** By cyclicity,

\[
\operatorname{tr}\bigl(\rho(g)A\rho(g^{-1})\bigr)=\operatorname{tr}\bigl(\rho(g^{-1})\rho(g)A\bigr)=\operatorname{tr}A .
\]

Summing \(|G|\) equal terms and dividing by \(|G|\) gives \(\operatorname{tr}S(A)=\operatorname{tr}A\), which is `trace_symmetrise`.

**The scalar is fixed.** The first two steps give \(S(A)=c\mathbf 1\). Taking traces gives \(c\dim V=\operatorname{tr}A\), and \(\dim V\neq0\) allows the division. The main theorem combines the lemmas in this order.

If \(S(A)=0\), trace conservation gives \(\operatorname{tr}A=0\); the reverse direction follows from the formula. For the mean level, the matrix of \(A\) in its eigenbasis is diagonal, so \(\operatorname{tr}A=\sum_i\varepsilon_i\), and the number of basis vectors is \(\dim V\).

## Recovering irreducibility from the averages

Assume now that the trace formula holds for every \(A\), and let \(W\neq0\) be an invariant subspace. Choose a projection \(P\) onto \(W\). Its trace is \(\dim W\), so

\[
S(P)=\frac{\dim W}{\dim V}\,\mathbf 1 .
\]

For any \(v\), the vector \(P\rho(g^{-1})v\) lies in \(W\), and \(\rho(g)\) keeps it there. Thus \(S(P)v\in W\). The scalar is nonzero, so \(v\in W\), and therefore \(W=V\).

The file builds \(P\) as `W.subtype ∘ₗ q`, where `q` is a left inverse of the inclusion of \(W\). The facts `htr` and `hmem` supply its trace and the membership of \(S(P)v\) in \(W\).

## The doublet of the square

`squareRep` is an explicit example for the symmetry group of the square, which has eight elements. Its two components are the coefficients of the combinations \(x-iy\) and \(x+iy\) of the usual pair \(x,y\). In this basis an anticlockwise quarter turn and the reflection \(y\to-y\) act as

\[
R(u_0,u_1)=(iu_0,-iu_1),\qquad F(u_0,u_1)=(u_1,u_0).
\]

The theorem `squareMatrix_mul` checks the multiplication law case by case, and `isIrrep_witness` proves irreducibility. Let \(W\) be a nonzero invariant subspace and \(u\in W\) a nonzero vector, with \(F\) applied first if \(u_0=0\). Then \(iu+Ru=(2iu_0,0)\) lies in \(W\), so \((1,0)\in W\). Applying \(F\) gives \((0,1)\in W\), and \(W\) is the whole space.

For a field that is diagonal in this basis, with levels \(a\) and \(b\), the four rotations leave the field unchanged and the four reflections exchange the levels. The average is \(\tfrac12(a+b)\mathbf 1\), as the formula requires.
